# Symmetric criticality for finite or orthogonal matrix groups: zero slope along symmetric displacements at a symmetric point makes a differentiable invariant energy stationary

A geometry optimisation under a constraint usually stops at a point where a force still acts. If a bond length is frozen, the energy is minimised along the remaining coordinates and the force along the frozen bond is whatever is left over. A molecule optimised within a point group is also constrained, since only displacements that keep the symmetry are explored. Without a further argument, the final geometry might carry a force along a symmetry-breaking direction that the optimiser never examined, and a harmonic analysis there would expand the energy about a point that is not stationary. Invariance under a group of matrices does not by itself exclude this, as a group of shears shows below. It is excluded when the group is finite or its matrices are orthogonal, and the energy is differentiable at the symmetric geometry.

## Invariant energies and symmetric displacements

Configurations and displacements are vectors in $\mathbb{R}^n$. A group $G$ acts by real $n \times n$ matrices $\rho(g)$ with $\rho(gh) = \rho(g)\rho(h)$ and $\rho(e) = 1$ for the identity element $e$. For a molecule, the vector holds the Cartesian coordinates of all nuclei, measured from a point that the point group fixes, and $\rho(g)$ rotates or reflects each position and permutes equivalent nuclei. A vector $u$ is symmetric if $\rho(g)u = u$ for all $g$. An energy $V$ is invariant if $V(\rho(g)y) = V(y)$ for all $g$ and $y$. Let $x$ be a symmetric point at which $V$ is differentiable, with derivative the linear map $D$ defined by $V(x+u) = V(x) + Du + o(|u|)$. The number $Du$ is the slope of $V$ along $u$, and $x$ is stationary when $D = 0$.

The claim is that $Du = 0$ for all symmetric $u$ implies $D = 0$, provided that $G$ is finite or that every $\rho(g)$ is orthogonal. Either condition suffices alone.

## The slope identity and its two uses

Differentiate $V(\rho(g)y) = V(y)$ with respect to $y$ at $y = x$. The chain rule gives the derivative of $V$ at $\rho(g)x$ composed with $\rho(g)$, and $\rho(g)x = x$, so
$$D(\rho(g)u) = Du \qquad \text{for all } g \text{ and } u. \tag{1}$$

For finite $G$ with $|G|$ elements, define the average $Pu = |G|^{-1}\sum_g \rho(g)u$. For any $h$ in $G$,
$$\rho(h)Pu = \frac{1}{|G|}\sum_g \rho(hg)u = Pu,$$
because $hg$ runs once through $G$ as $g$ does. Thus $Pu$ is symmetric. Linearity and (1) give
$$D(Pu) = \frac{1}{|G|}\sum_g D(\rho(g)u) = \frac{1}{|G|}\,|G|\,Du = Du. \tag{2}$$
If $D$ vanishes on symmetric vectors, the left side of (2) is zero, so $Du = 0$ for every $u$.

Now let $x$ be a local minimum of $V$ among symmetric configurations, and let $u$ be symmetric. The points $x + tu$ with real $t$ are symmetric, since $\rho(g)(x+tu) = x + tu$. Then $f(t) = V(x+tu)$ has a local minimum at $t = 0$, so $Du = f'(0) = 0$, and for finite $G$ the previous step gives $D = 0$.

For orthogonal matrices, $\rho(g)\rho(g)^T = 1$, no average is needed. Let $e_i$ be the unit vectors and define the gradient by $(\nabla V)_i = De_i$. Expanding $u = \sum_i u_i e_i$ gives $Du = \nabla V \cdot u$. Equation (1) with $u = e_i$ reads
$$(\nabla V)_i = \nabla V \cdot \rho(g)e_i = \big(\rho(g)^T \nabla V\big)_i .$$
Multiplying $\rho(g)^T\nabla V = \nabla V$ by $\rho(g)$ yields $\nabla V = \rho(g)\nabla V$, so the gradient is itself a symmetric vector. The hypothesis applied to $u = \nabla V$ gives $|\nabla V|^2 = 0$, hence $\nabla V = 0$ and $D = 0$.

## The model in Lean

The type `n` is a finite index set for the coordinates, and a configuration is a function `n → ℝ`. The representation is a multiplicative homomorphism `ρ : G →* Matrix n n ℝ`, which encodes $\rho(gh) = \rho(g)\rho(h)$ and $\rho(e) = 1$, and `ρ g *ᵥ u` is the product $\rho(g)u$.

```lean
import Mathlib

open Matrix Filter Topology

namespace SymmetricCriticality

noncomputable section

variable {n G : Type*} [Fintype n] [DecidableEq n] [Group G]
```

`SymmetricConfig` serves for both the point $x$ and the displacements $u$. This is possible because the action is linear and fixes the origin, so operations that include a translation are not covered.

```lean
/-- A configuration or displacement is symmetric if every matrix `ρ g` fixes it. -/
def SymmetricConfig (ρ : G →* Matrix n n ℝ) (u : n → ℝ) : Prop :=
  ∀ g, ρ g *ᵥ u = u
```

`InvariantEnergy` asks for invariance at every configuration. It is assumed and not derived from an electronic Hamiltonian. It stands for the fact that an isolated molecule has the same energy after a rotation or reflection and a relabelling of identical nuclei.

```lean
/-- An energy is invariant if every matrix `ρ g` leaves its value unchanged. -/
def InvariantEnergy (ρ : G →* Matrix n n ℝ) (V : (n → ℝ) → ℝ) : Prop :=
  ∀ g y, V (ρ g *ᵥ y) = V y
```

The average $P$ is `symmetrize`, defined for finite `G` only, and `grad D` lists the numbers $De_i$, with `Pi.single i 1` for $e_i$.

```lean
/-- The average of `ρ g u` over the elements `g` of a finite group. -/
def symmetrize [Fintype G] (ρ : G →* Matrix n n ℝ) (u : n → ℝ) : n → ℝ :=
  (Fintype.card G : ℝ)⁻¹ • ∑ g, ρ g *ᵥ u

/-- The Cartesian gradient belonging to a derivative `D`: its values on the unit vectors. -/
def grad (D : (n → ℝ) →L[ℝ] ℝ) : n → ℝ :=
  fun i => D (Pi.single i 1)
```

## Averaging over a finite group

Differentiability enters as `hD : HasFDerivAt V D x`, at the single point $x$. The theorem `fderiv_invariant` is equation (1), for any group. The map `L` is $\rho(g)$ as a continuous linear map, which is its own derivative, and `hD'` moves the base point from $x$ to $\rho(g)x$. The chain rule `hc` gives a derivative of $V \circ \rho(g)$, the equation `e` identifies this function with $V$, and `hc.unique hD` equates the two derivatives.

```lean
variable {ρ : G →* Matrix n n ℝ} {V : (n → ℝ) → ℝ} {D : (n → ℝ) →L[ℝ] ℝ} {x : n → ℝ}

/-- At a symmetric point, an invariant energy has the same slope along `u` and along `ρ g u`. -/
theorem fderiv_invariant (hV : InvariantEnergy ρ V) (hx : SymmetricConfig ρ x)
    (hD : HasFDerivAt V D x) (g : G) (u : n → ℝ) : D (ρ g *ᵥ u) = D u := by
  let L : (n → ℝ) →L[ℝ] (n → ℝ) := LinearMap.toContinuousLinearMap (Matrix.mulVecLin (ρ g))
  have hL : HasFDerivAt (fun y => ρ g *ᵥ y) L x := L.hasFDerivAt
  have hD' : HasFDerivAt V D (ρ g *ᵥ x) := by
    rw [hx g]
    exact hD
  -- chain rule for V ∘ ρ g, which is V itself
  have hc := HasFDerivAt.comp (f := fun y => ρ g *ᵥ y) x hD' hL
  have e : (V ∘ fun y => ρ g *ᵥ y) = V := funext (hV g)
  rw [e] at hc
  exact DFunLike.congr_fun (hc.unique hD) u
```

In `symmetrize_symmetric`, `hs` moves $\rho(h)$ inside the sum and `hr` relabels the sum by the bijection $g \mapsto hg$, which is `Equiv.mulLeft h`.

```lean
/-- The group average of any displacement is symmetric. -/
theorem symmetrize_symmetric [Fintype G] (ρ : G →* Matrix n n ℝ) (u : n → ℝ) :
    SymmetricConfig ρ (symmetrize ρ u) := by
  intro h
  have hs : ρ h *ᵥ (∑ g, ρ g *ᵥ u) = ∑ g, ρ h *ᵥ (ρ g *ᵥ u) := by
    simpa only [Matrix.mulVecLin_apply] using
      map_sum (Matrix.mulVecLin (ρ h)) (fun g => ρ g *ᵥ u) Finset.univ
  -- left multiplication by h permutes the group
  have hr : ∑ g, ρ h *ᵥ (ρ g *ᵥ u) = ∑ g, ρ g *ᵥ u :=
    Fintype.sum_equiv (Equiv.mulLeft h) _ _ (fun g => by simp [Matrix.mulVec_mulVec])
  unfold symmetrize
  rw [Matrix.mulVec_smul, hs, hr]
```

Equation (2) is `fderiv_symmetrize`. After `map_smul` and `map_sum`, each term becomes $Du$ by (1), the sum of constants is $|G|\,Du$, and the factor cancels because a group has at least one element.

```lean
/-- For a finite group and an invariant energy differentiable at a symmetric point, the slope along
`u` equals the slope along the group average of `u`. -/
theorem fderiv_symmetrize [Fintype G] (hV : InvariantEnergy ρ V) (hx : SymmetricConfig ρ x)
    (hD : HasFDerivAt V D x) (u : n → ℝ) : D (symmetrize ρ u) = D u := by
  have hc : (Fintype.card G : ℝ) ≠ 0 := Nat.cast_ne_zero.mpr Fintype.card_ne_zero
  unfold symmetrize
  rw [map_smul, map_sum]
  simp only [fderiv_invariant hV hx hD]
  rw [Finset.sum_const, Finset.card_univ, nsmul_eq_mul, smul_eq_mul, ← mul_assoc,
    inv_mul_cancel₀ hc, one_mul]
```

The theorem `symmetric_criticality` says that for finite $G$, invariant $V$ and symmetric $x$, the derivative is zero if and only if it vanishes on all symmetric vectors. Orthogonality is not among the hypotheses, so coordinates along skew axes are allowed. The proof replaces $Du$ by $D(Pu)$ and applies the hypothesis to $Pu$. The name is also used for group actions on curved or infinite-dimensional spaces, as in field theory, and the theorem here concerns linear actions on finitely many real coordinates.

```lean
/-- Principle of symmetric criticality for a finite group of matrices: an invariant energy is
stationary at a symmetric point where it is differentiable iff its slope vanishes along all
symmetric displacements. -/
theorem symmetric_criticality [Fintype G] (hV : InvariantEnergy ρ V) (hx : SymmetricConfig ρ x)
    (hD : HasFDerivAt V D x) : D = 0 ↔ ∀ u, SymmetricConfig ρ u → D u = 0 := by
  constructor
  · intro h u _
    simp [h]
  · intro h
    refine ContinuousLinearMap.ext fun u => ?_
    rw [← fderiv_symmetrize hV hx hD u]
    simpa using h _ (symmetrize_symmetric ρ u)
```

In `constrained_minimum_stationary`, the hypothesis `hmin` says that $V(x) \le V(y)$ for all symmetric $y$ near $x$. The conclusion is `D = 0`, which is stationarity and says nothing about curvature. The facts `hline` and `hcomp` give $f'(0) = Du$, `ht` says that the line approaches $x$ within the symmetric set as $t \to 0$, and `hloc` transfers the minimum to $f$. The theorem is stated for finite groups only.

```lean
/-- For a finite group, a symmetric point where an invariant energy is differentiable and has a
local minimum among the symmetric configurations is a stationary point of the full energy. -/
theorem constrained_minimum_stationary [Fintype G] (hV : InvariantEnergy ρ V)
    (hx : SymmetricConfig ρ x) (hD : HasFDerivAt V D x)
    (hmin : IsLocalMinOn V {y | SymmetricConfig ρ y} x) : D = 0 := by
  refine (symmetric_criticality hV hx hD).mpr fun u hu => ?_
  have hline : HasDerivAt (fun t : ℝ => x + t • u) u 0 :=
    (((hasDerivAt_id (0 : ℝ)).smul_const u).const_add x).congr_deriv (one_smul _ _)
  have hcomp := hD.comp_hasDerivAt_of_eq (0 : ℝ) hline (by simp)
  -- the line x + t u stays among the symmetric configurations
  have ht : Tendsto (fun t : ℝ => x + t • u) (𝓝 0) (𝓝[{y | SymmetricConfig ρ y}] x) := by
    refine tendsto_nhdsWithin_iff.mpr ⟨?_, Eventually.of_forall fun t => ?_⟩
    · have h0 := hline.continuousAt.tendsto
      simp only [zero_smul, add_zero] at h0
      exact h0
    · show SymmetricConfig ρ (x + t • u)
      intro g
      rw [Matrix.mulVec_add, Matrix.mulVec_smul, hx g, hu g]
  have hmin' : ∀ᶠ y in 𝓝[{y | SymmetricConfig ρ y}] x, V x ≤ V y := hmin
  have hloc : IsLocalMin (V ∘ fun t : ℝ => x + t • u) 0 := by
    show ∀ᶠ t : ℝ in 𝓝 0, V (x + (0 : ℝ) • u) ≤ V (x + t • u)
    rw [zero_smul, add_zero]
    exact ht.eventually hmin'
  exact hloc.hasDerivAt_eq_zero hcomp
```

## The gradient under an orthogonal group

The identity $Du = \nabla V \cdot u$ holds for any linear `D`, with `⬝ᵥ` the ordinary Cartesian dot product.

```lean
/-- The slope along `u` is the dot product of the gradient with `u`. -/
theorem fderiv_eq_grad_dot (D : (n → ℝ) →L[ℝ] ℝ) (u : n → ℝ) : D u = grad D ⬝ᵥ u := by
  have hu : u = ∑ i, u i • (Pi.single i 1 : n → ℝ) := by
    ext j
    simp [Finset.sum_apply, Pi.single_apply]
  calc D u = D (∑ i, u i • (Pi.single i 1 : n → ℝ)) := congrArg D hu
    _ = ∑ i, u i * D (Pi.single i 1) := by simp only [map_sum, map_smul, smul_eq_mul]
    _ = grad D ⬝ᵥ u := Finset.sum_congr rfl (fun i _ => mul_comm _ _)
```

Orthogonality, `horth`, refers to this dot product. In `grad_symmetric`, `ht` is $\rho(g)^T\nabla V = \nabla V$, proved component by component from (1), and the final `calc` multiplies by $\rho(g)$.

```lean
/-- For a group of orthogonal matrices, the gradient of an invariant energy at a symmetric
point is itself symmetric. -/
theorem grad_symmetric (horth : ∀ g, ρ g * (ρ g)ᵀ = 1) (hV : InvariantEnergy ρ V)
    (hx : SymmetricConfig ρ x) (hD : HasFDerivAt V D x) : SymmetricConfig ρ (grad D) := by
  intro g
  have ht : (ρ g)ᵀ *ᵥ grad D = grad D := by
    funext i
    have h := fderiv_invariant hV hx hD g (Pi.single i 1)
    rw [fderiv_eq_grad_dot D (ρ g *ᵥ _), Matrix.dotProduct_mulVec, dotProduct_single,
      mul_one] at h
    rw [Matrix.mulVec_transpose]
    exact h
  calc ρ g *ᵥ grad D = ρ g *ᵥ ((ρ g)ᵀ *ᵥ grad D) := by rw [ht]
    _ = grad D := by rw [Matrix.mulVec_mulVec, horth g, Matrix.one_mulVec]
```

The theorem `symmetric_criticality_orthogonal` places no finiteness condition on `G`, so it applies to the infinite point groups of linear molecules. It states the implication from vanishing symmetric slopes to `D = 0`. The fact `h0` starts as $D(\nabla V) = 0$ and becomes $\nabla V = 0$ through `dotProduct_self_eq_zero`.

```lean
/-- For a group of orthogonal matrices, finite or not, an invariant energy whose slope at a
symmetric point of differentiability vanishes along all symmetric displacements is stationary there.
-/
theorem symmetric_criticality_orthogonal (horth : ∀ g, ρ g * (ρ g)ᵀ = 1)
    (hV : InvariantEnergy ρ V) (hx : SymmetricConfig ρ x) (hD : HasFDerivAt V D x)
    (h : ∀ u, SymmetricConfig ρ u → D u = 0) : D = 0 := by
  -- the slope along the gradient is its squared length
  have h0 := h _ (grad_symmetric horth hV hx hD)
  rw [fderiv_eq_grad_dot, dotProduct_self_eq_zero] at h0
  refine ContinuousLinearMap.ext fun u => ?_
  rw [fderiv_eq_grad_dot, h0]
  simp
```

## A shear group for which the claim fails

Coordinates of the plane are numbered $0$ and $1$, as in `Fin 2`. The shears
$$\rho(t) = \begin{pmatrix} 1 & t \\ 0 & 1 \end{pmatrix}, \qquad \rho(s)\rho(t) = \rho(s+t),$$
with real $t$, form an infinite group whose matrices are not orthogonal for $t \ne 0$. It is not the point group of any molecule, and the example is purely mathematical. `Multiplicative ℝ` is the additive group of real numbers in multiplicative notation. The energy is $V(y) = y_1$, which is linear and therefore its own derivative.

```lean
/-- The one-parameter group of shears of the plane along the first axis. -/
def shear : Multiplicative ℝ →* Matrix (Fin 2) (Fin 2) ℝ where
  toFun t := !![1, Multiplicative.toAdd t; 0, 1]
  map_one' := by
    ext i j
    fin_cases i <;> fin_cases j <;> simp
  map_mul' s t := by
    ext i j
    fin_cases i <;> fin_cases j <;> simp [Matrix.mul_apply, Fin.sum_univ_succ, add_comm]

/-- The linear energy given by the second coordinate. -/
def height : (Fin 2 → ℝ) →L[ℝ] ℝ :=
  ContinuousLinearMap.proj (R := ℝ) (φ := fun _ : Fin 2 => ℝ) 1
```

Since $\rho(t)y = (y_0 + ty_1,\, y_1)$, the energy is invariant. A symmetric $u$ satisfies $u_0 + u_1 = u_0$ at $t = 1$, so $Du = u_1 = 0$, which is the step `h0`. Yet the slope along $(0,1)$ is $1$. The theorem `shear_counterexample` collects these facts at the origin, so for a differentiable invariant energy, zero slope along all symmetric displacements does not by itself give stationarity.

```lean
/-- The second coordinate is invariant under shears and its slope at the origin vanishes along
all shear-symmetric displacements, yet it is not stationary there. -/
theorem shear_counterexample :
    InvariantEnergy shear height ∧ SymmetricConfig shear 0 ∧ HasFDerivAt height height 0 ∧
      (∀ u, SymmetricConfig shear u → height u = 0) ∧ height ≠ 0 := by
  refine ⟨fun g y => ?_, fun g => Matrix.mulVec_zero _, height.hasFDerivAt, fun u hu => ?_,
    fun h => ?_⟩
  · simp [shear, height, dotProduct, Fin.sum_univ_two]
  · have h0 := congrFun (hu (Multiplicative.ofAdd 1)) 0
    simpa [shear, height, Matrix.mulVec, dotProduct, Fin.sum_univ_two] using h0
  · have h1 := DFunLike.congr_fun h ![0, 1]
    simp [height] at h1
```

## A constrained minimum that is a saddle

The group `ℤˣ` is $\{1,-1\}$, and it acts by $\rho(g)y = (y_0,\, g y_1)$. The energy is $V(y) = (y_0-1)^2 - y_1^2$.

```lean
/-- The two-element group generated by the reflection of the second coordinate. -/
def mirror : ℤˣ →* Matrix (Fin 2) (Fin 2) ℝ where
  toFun g := !![1, 0; 0, ((g : ℤ) : ℝ)]
  map_one' := by
    ext i j
    fin_cases i <;> fin_cases j <;> simp
  map_mul' s t := by
    ext i j
    fin_cases i <;> fin_cases j <;> simp [Matrix.mul_apply, Fin.sum_univ_succ]

/-- The energy `(y₀ - 1)² - y₁²`. -/
def saddle (y : Fin 2 → ℝ) : ℝ :=
  (y 0 - 1) ^ 2 - y 1 ^ 2
```

The theorem `constrained_minimum_witness` shows that this group is orthogonal, that $V$ is invariant, and that $(1,0)$ is a symmetric point of differentiability and a local minimum among symmetric points. Since the group has two elements and is therefore finite, the last four of these facts supply the hypotheses of `constrained_minimum_stationary`, which does not use orthogonality. Symmetric points satisfy $-y_1 = y_1$, so $y_1 = 0$ and $V = (y_0-1)^2 \ge 0 = V(1,0)$. The last clause says that $(1,0)$ is not a local minimum of the full energy. Along the symmetry-breaking line, `hv` gives $V(1,t) = -t^2$, which is negative for every $t \ne 0$, however small.

```lean
/-- The mirror group is orthogonal and leaves the differentiable energy `saddle` invariant; the
symmetric point `(1, 0)` is a local minimum among symmetric points but not among all points. -/
theorem constrained_minimum_witness :
    (∀ g, mirror g * (mirror g)ᵀ = 1) ∧ InvariantEnergy mirror saddle ∧
      SymmetricConfig mirror ![1, 0] ∧ DifferentiableAt ℝ saddle ![1, 0] ∧
      IsLocalMinOn saddle {y | SymmetricConfig mirror y} ![1, 0] ∧
      ¬ IsLocalMin saddle ![1, 0] := by
  have hm : ∀ g y, mirror g *ᵥ y = ![y 0, ((g : ℤ) : ℝ) * y 1] := by
    intro g y
    ext i
    fin_cases i <;> simp [mirror, Matrix.mulVec, dotProduct, Fin.sum_univ_two]
  have h0 : saddle ![1, 0] = 0 := by simp [saddle]
  refine ⟨fun g => ?_, fun g y => ?_, fun g => ?_, ?_, ?_, fun h => ?_⟩
  · rcases Int.units_eq_one_or g with rfl | rfl <;> ext i j <;> fin_cases i <;> fin_cases j <;>
      simp [mirror, Matrix.mul_apply, Fin.sum_univ_succ]
  · rw [hm]
    rcases Int.units_eq_one_or g with rfl | rfl <;> simp [saddle]
  · rw [hm]
    simp
  · unfold saddle
    fun_prop
  · refine eventually_nhdsWithin_of_forall fun y hy => ?_
    have hy' : SymmetricConfig mirror y := hy
    have h1 := congrFun (hy' (-1)) 1
    rw [hm] at h1
    have h1' : ((((-1 : ℤˣ) : ℤ)) : ℝ) * y 1 = y 1 := h1
    rw [Units.val_neg, Units.val_one, Int.cast_neg, Int.cast_one] at h1'
    have h2 : y 1 = 0 := by linarith
    show saddle ![1, 0] ≤ saddle y
    rw [h0, saddle, h2]
    nlinarith [sq_nonneg (y 0 - 1)]
  · -- the energy drops along the symmetry-breaking direction
    have hc : Continuous fun t : ℝ => (![1, 0] : Fin 2 → ℝ) + t • (![0, 1] : Fin 2 → ℝ) :=
      continuous_const.add (continuous_id.smul continuous_const)
    have ht := hc.tendsto 0
    simp only [zero_smul, add_zero] at ht
    have h' : ∀ᶠ y in 𝓝 (![1, 0] : Fin 2 → ℝ), saddle ![1, 0] ≤ saddle y := h
    have hev := (ht.eventually h').filter_mono (nhdsWithin_le_nhds (s := {(0 : ℝ)}ᶜ))
    obtain ⟨t, h1, h2⟩ := (hev.and self_mem_nhdsWithin).exists
    have ht0 : t ≠ 0 := h2
    have hv : saddle ((![1, 0] : Fin 2 → ℝ) + t • (![0, 1] : Fin 2 → ℝ)) = -t ^ 2 := by
      simp [saddle]
    rw [h0, hv] at h1
    have hp : 0 < t ^ 2 := by positivity
    linarith

end

end SymmetricCriticality
```

```lean
#print axioms SymmetricCriticality.constrained_minimum_stationary
#print axioms SymmetricCriticality.symmetric_criticality_orthogonal
#print axioms SymmetricCriticality.shear_counterexample
```

```
'SymmetricCriticality.constrained_minimum_stationary' depends on axioms: [propext, Classical.choice, Quot.sound]
'SymmetricCriticality.symmetric_criticality_orthogonal' depends on axioms: [propext, Classical.choice, Quot.sound]
'SymmetricCriticality.shear_counterexample' depends on axioms: [propext, Classical.choice, Quot.sound]
```

## Symmetry in a geometry optimisation

The result applies to a Born–Oppenheimer energy surface in finitely many nuclear coordinates, under the assumption that the surface is differentiable at the symmetric geometry. The following remarks on practice are applications and not theorems above. At a conical intersection, as in a Jahn–Teller system at its high-symmetry geometry, the lower surface is invariant but has no derivative, and the energy can fall linearly along a symmetry-breaking displacement.

In Cartesian coordinates the gradient at a symmetric geometry is symmetric, so a steepest-descent step $x - \alpha\nabla V$ of any size $\alpha$ keeps the symmetry in exact arithmetic. A code can apply $P$ to the computed gradient to remove the numerical noise that breaks it, and a finite-difference gradient needs displacements only along a basis of the symmetric vectors. For water in $C_{2v}$ these span three of the nine Cartesian dimensions, namely the symmetric stretch, the bend and the translation along the axis. Convergence in those directions means convergence of the whole gradient. Whether a minimum among symmetric geometries is also a minimum of the full energy depends on the other directions, where a negative eigenvalue of the Hessian makes it a saddle: planar ammonia optimised in $D_{3h}$ is stationary, and like the point $(1,0)$ above it is a saddle, here along the umbrella motion.
